# The nondegenerate ground state of a finite-dimensional pair Hamiltonian is determined by its 2-RDM

When the contracted Schrödinger equation is solved for the two-particle reduced density matrix (2-RDM), the three- and four-particle matrices are approximated from the 2-RDM. This step has a well-defined exact target if the 2-RDM fixes the whole $N$-particle state. For a nondegenerate ground state of a pair Hamiltonian in a finite basis, it does, even when mixed states compete.

```lean
import Mathlib

open Matrix
open scoped ComplexOrder

namespace RosinaEnsemble

noncomputable section

variable {n m ι V : Type*} [Fintype n] [DecidableEq n] [Fintype m] [Fintype ι]
```

The type `n` labels a basis of the $N$-particle space, `m` one of the $(N-2)$-particle space, and `ι` the pairs. `V` holds the values of a general reduction map.

```lean
/-- A density matrix: positive semidefinite with trace one. -/
def IsDensity (ρ : Matrix n n ℂ) : Prop := ρ.PosSemidef ∧ ρ.trace = 1
```

A density matrix satisfies $\rho\ge 0$ and $\mathrm{Tr}\,\rho=1$, so mixed states are included.

```lean
/-- The matrix `ψ ψ*` of a pure state. -/
def pureState (ψ : n → ℂ) : Matrix n n ℂ := vecMulVec ψ (star ψ)
```

This is $|\psi\rangle\langle\psi|$, with entries $\psi_i\psi_j^*$.

```lean
/-- `E` is the lowest eigenvalue of the Hermitian matrix `H`, and its eigenspace is spanned by
the unit vector `ψ`. -/
structure IsNondegenerateGround (H : Matrix n n ℂ) (E : ℝ) (ψ : n → ℂ) : Prop where
  hermitian : H.IsHermitian
  unit : star ψ ⬝ᵥ ψ = 1
  eigen : H *ᵥ ψ = (E : ℂ) • ψ
  lowest : ∀ (μ : ℝ) (v : n → ℂ), v ≠ 0 → H *ᵥ v = (μ : ℂ) • v → E ≤ μ
  nondegenerate : ∀ v : n → ℂ, H *ᵥ v = (E : ℂ) • v → ∃ c : ℂ, v = c • ψ
```

The five fields say that $H$ is Hermitian, $\langle\psi|\psi\rangle=1$, $H\psi=E\psi$, no eigenvalue lies below $E$, and every solution of $Hv=Ev$ is a multiple of $\psi$. In Lean, `*ᵥ` applies a matrix to a vector. The product `⬝ᵥ` does not conjugate, hence the explicit `star`.

```lean
/-- A Hermitian matrix with nonnegative eigenvalues has the form `B* B`. -/
theorem exists_factor {A : Matrix n n ℂ} (hA : A.IsHermitian)
    (h : ∀ i, 0 ≤ hA.eigenvalues i) : ∃ B : Matrix n n ℂ, A = Bᴴ * B := by
  let U : Matrix n n ℂ := hA.eigenvectorUnitary
  let s : n → ℂ := fun i => ((Real.sqrt (hA.eigenvalues i) : ℝ) : ℂ)
  have hs : A = U * diagonal (fun i => (hA.eigenvalues i : ℂ)) * Uᴴ := by
    have key := hA.spectral_theorem
    rw [Unitary.conjStarAlgAut_apply] at key
    exact key
  -- the square root is taken eigenvalue by eigenvalue
  have hd : diagonal (fun i => (hA.eigenvalues i : ℂ)) = (diagonal s)ᴴ * diagonal s := by
    rw [diagonal_conjTranspose, diagonal_mul_diagonal]
    refine congrArg diagonal (funext fun i => ?_)
    change (hA.eigenvalues i : ℂ) = star ((Real.sqrt (hA.eigenvalues i) : ℝ) : ℂ) *
      ((Real.sqrt (hA.eigenvalues i) : ℝ) : ℂ)
    rw [Complex.star_def, Complex.conj_ofReal, ← Complex.ofReal_mul, Real.mul_self_sqrt (h i)]
  refine ⟨diagonal s * Uᴴ, hs.trans ?_⟩
  rw [hd, conjTranspose_mul, conjTranspose_conjTranspose]
  simp only [Matrix.mul_assoc]
```

Diagonalise $A=U\Lambda U^\dagger$. Since $\Lambda\ge0$, the matrix $B=\sqrt\Lambda\,U^\dagger$ satisfies $B^\dagger B=A$. Lean writes the adjoint as `ᴴ`; `hs` is the diagonalisation and `hd` the square root.

```lean
/-- The Hamiltonian measured from its lowest eigenvalue is positive semidefinite. -/
theorem excitation_posSemidef {H : Matrix n n ℂ} {E : ℝ} {ψ : n → ℂ}
    (g : IsNondegenerateGround H E ψ) : (H - (E : ℂ) • (1 : Matrix n n ℂ)).PosSemidef := by
  have hA : (H - (E : ℂ) • (1 : Matrix n n ℂ)).IsHermitian := by
    change (H - (E : ℂ) • (1 : Matrix n n ℂ))ᴴ = _
    rw [conjTranspose_sub, g.hermitian.eq, conjTranspose_smul, conjTranspose_one]
    simp
  obtain ⟨B, hB⟩ := exists_factor hA (fun j => by
    let v : n → ℂ := (hA.eigenvectorBasis j).ofLp
    have hv : (H - (E : ℂ) • (1 : Matrix n n ℂ)) *ᵥ v = hA.eigenvalues j • v :=
      hA.mulVec_eigenvectorBasis j
    have hv0 : v ≠ 0 := fun h0 =>
      hA.eigenvectorBasis.orthonormal.ne_zero j (PiLp.ext fun i => congrFun h0 i)
    rw [sub_mulVec, smul_mulVec, one_mulVec] at hv
    -- an eigenvector of the shifted matrix is an eigenvector of `H`
    have := g.lowest (hA.eigenvalues j + E) v hv0 (by
      funext i
      have hi := congrFun hv i
      simp only [Pi.sub_apply, Pi.smul_apply, smul_eq_mul, Complex.real_smul] at hi
      simp only [Pi.smul_apply, smul_eq_mul, Complex.ofReal_add]
      linear_combination hi)
    linarith)
  rw [hB]
  exact posSemidef_conjTranspose_mul_self B
```

If $(H-E)v=\lambda v$ with $v\neq0$, then $Hv=(\lambda+E)v$, so $E\le\lambda+E$ and $\lambda\ge0$. The previous lemma gives $H-E=B^\dagger B\ge0$.

```lean
/-- If two positive semidefinite matrices have a product of trace zero, the product vanishes. -/
theorem mul_eq_zero_of_trace {A ρ : Matrix n n ℂ} (hA : A.PosSemidef) (hρ : ρ.PosSemidef)
    (h : (A * ρ).trace = 0) : A * ρ = 0 := by
  obtain ⟨B, rfl⟩ := exists_factor hA.isHermitian hA.eigenvalues_nonneg
  obtain ⟨C, rfl⟩ := exists_factor hρ.isHermitian hρ.eigenvalues_nonneg
  -- the trace is the squared Hilbert-Schmidt norm of `B C*`
  have h1 : B * Cᴴ = 0 := by
    apply trace_mul_conjTranspose_self_eq_zero_iff.mp
    rw [conjTranspose_mul, conjTranspose_conjTranspose]
    calc (B * Cᴴ * (C * Bᴴ)).trace = ((B * (Cᴴ * C)) * Bᴴ).trace := by
          simp only [Matrix.mul_assoc]
      _ = (Bᴴ * (B * (Cᴴ * C))).trace := Matrix.trace_mul_comm _ _
      _ = 0 := by rw [← Matrix.mul_assoc]; exact h
  calc Bᴴ * B * (Cᴴ * C) = Bᴴ * ((B * Cᴴ) * C) := by simp only [Matrix.mul_assoc]
    _ = 0 := by rw [h1, Matrix.zero_mul, Matrix.mul_zero]
```

Write $A=B^\dagger B$ and $\rho=C^\dagger C$. Cyclicity of the trace gives
$$0=\mathrm{Tr}(A\rho)=\mathrm{Tr}\big(BC^\dagger(BC^\dagger)^\dagger\big)=\sum_{ij}|(BC^\dagger)_{ij}|^2 .$$
Hence $BC^\dagger=0$, which is `h1`, and $A\rho=B^\dagger(BC^\dagger)C=0$.

```lean
/-- A density matrix, pure or mixed, whose energy is the nondegenerate lowest eigenvalue is the
pure ground state. -/
theorem eq_pureState_of_energy {H ρ : Matrix n n ℂ} {E : ℝ} {ψ : n → ℂ}
    (g : IsNondegenerateGround H E ψ) (hρ : IsDensity ρ) (hE : (H * ρ).trace = E) :
    ρ = pureState ψ := by
  have h0 := mul_eq_zero_of_trace (excitation_posSemidef g) hρ.1 (by
    rw [Matrix.sub_mul, Matrix.smul_mul, Matrix.one_mul, trace_sub, trace_smul, hE, hρ.2]
    simp)
  rw [Matrix.sub_mul, Matrix.smul_mul, Matrix.one_mul] at h0
  -- every column of `ρ` lies in the ground eigenspace
  have hcol : ∀ j, ∃ c : ℂ, (fun i => ρ i j) = c • ψ := fun j => g.nondegenerate _ (by
    funext i
    have hij := congrArg (fun M : Matrix n n ℂ => M i j) h0
    simp only [Matrix.sub_apply, Matrix.smul_apply, smul_eq_mul, Matrix.zero_apply,
      Matrix.mul_apply] at hij
    change ∑ k, H i k * ρ k j = (E : ℂ) * ρ i j
    linear_combination hij)
  choose c hc using hcol
  have hc' : ∀ i j, ρ i j = c j * ψ i := fun i j => congrFun (hc j) i
  have hu : ∑ i, star (ψ i) * ψ i = 1 := g.unit
  -- Hermiticity fixes the coefficients up to a common factor
  obtain ⟨k, hk⟩ : ∃ k : ℂ, ∀ j, c j = k * star (ψ j) := by
    refine ⟨∑ i, star (ψ i) * star (c i), fun j => ?_⟩
    calc c j = c j * ∑ i, star (ψ i) * ψ i := by rw [hu, mul_one]
      _ = ∑ i, star (ψ i) * ρ i j := by
          rw [Finset.mul_sum]
          exact Finset.sum_congr rfl fun i _ => by rw [hc' i j]; ring
      _ = _ := by
          rw [Finset.sum_mul]
          refine Finset.sum_congr rfl fun i _ => ?_
          rw [← hρ.1.isHermitian.apply i j, hc' j i, star_mul']
          ring
  -- the unit trace fixes that factor
  have hk1 : k = 1 := by
    calc k = k * ∑ i, star (ψ i) * ψ i := by rw [hu, mul_one]
      _ = ∑ i, ρ i i := by
          rw [Finset.mul_sum]
          exact Finset.sum_congr rfl fun i _ => by rw [hc' i i, hk i]; ring
      _ = 1 := hρ.2
  ext i j
  rw [hc' i j, hk j, hk1]
  change _ = ψ i * star (ψ j)
  ring
```

Let $\mathrm{Tr}(H\rho)=E$. Then $\mathrm{Tr}((H-E)\rho)=E-E=0$, so $(H-E)\rho=0$ by the last two lemmas. Each column of $\rho$ is therefore a ground-state vector, $\rho_{ij}=c_j\psi_i$ (`hcol`, `hc'`). Normalisation and Hermiticity give
$$c_j=\sum_i\psi_i^*\rho_{ij}=\sum_i\psi_i^*\rho_{ji}^*=\Big(\sum_i\psi_i^*c_i^*\Big)\psi_j^*=k\,\psi_j^* .$$
The trace condition $1=k\sum_i|\psi_i|^2$ sets $k=1$, so $\rho_{ij}=\psi_i\psi_j^*$. The `calc` blocks follow these chains of equalities.

```lean
omit [DecidableEq n] in
/-- The pure state of a unit eigenvector has the eigenvalue as its energy. -/
theorem energy_pureState {H : Matrix n n ℂ} {E : ℝ} {ψ : n → ℂ} (hu : star ψ ⬝ᵥ ψ = 1)
    (he : H *ᵥ ψ = (E : ℂ) • ψ) : (H * pureState ψ).trace = E := by
  rw [pureState, mul_vecMulVec, trace_vecMulVec, he, smul_dotProduct, dotProduct_comm, hu,
    smul_eq_mul, mul_one]
```

Here $\mathrm{Tr}(H|\psi\rangle\langle\psi|)=\langle\psi|H|\psi\rangle=E$.

```lean
/-- If the reduced quantity `R ρ` determines the energy of a density matrix, the nondegenerate
ground state is the only density matrix with its value of `R`. -/
theorem rosina_ensemble {H : Matrix n n ℂ} {E : ℝ} {ψ : n → ℂ}
    (g : IsNondegenerateGround H E ψ) (R : Matrix n n ℂ → V)
    (hR : ∀ ρ σ, IsDensity ρ → IsDensity σ → R ρ = R σ → (H * ρ).trace = (H * σ).trace) :
    {ρ | IsDensity ρ ∧ R ρ = R (pureState ψ)} = {pureState ψ} := by
  have hp : IsDensity (pureState ψ) := by
    refine ⟨posSemidef_vecMulVec_self_star ψ, ?_⟩
    rw [pureState, trace_vecMulVec, dotProduct_comm, g.unit]
  ext ρ
  constructor
  · rintro ⟨hρ, h⟩
    exact eq_pureState_of_energy g hρ
      ((hR ρ _ hρ hp h).trans (energy_pureState g.unit g.eigen))
  · rintro rfl
    exact ⟨hp, rfl⟩
```

`R` may be any function, linear or not. The hypothesis `hR` says that density matrices with equal $R$ have equal energy: the reduced description fixes the mean energy. Rosina's theorem concerns the case in which $R(\rho)$ is the 2-RDM and $H$ is a pair Hamiltonian. If $R(\rho)=R(|\psi\rangle\langle\psi|)$, then $\rho$ has energy $E$ and must be the ground state. Conversely, the ground state is a density matrix with its own value of $R$. The two bullets prove these two inclusions.

```lean
/-- The matrix `D i j = Tr(B i* B j ρ)`. It is the two-particle reduced density matrix when `B i`
removes the pair `i`, mapping the N-particle space to the (N-2)-particle space. -/
def pairRDM (B : ι → Matrix m n ℂ) (ρ : Matrix n n ℂ) : Matrix ι ι ℂ :=
  Matrix.of fun i j => ((B i)ᴴ * B j * ρ).trace
```

For $i=(p,q)$, take $B_i=a_qa_p$. Then $D_{ij}=\mathrm{Tr}(B_i^\dagger B_j\rho)$ is the 2-RDM, without a normalisation factor. The code accepts arbitrary matrices $B_i$ and does not impose fermionic antisymmetry.

```lean
/-- The Hamiltonian `∑ K i j B i* B j` with pair interaction matrix `K`. -/
def pairHamiltonian (K : Matrix ι ι ℂ) (B : ι → Matrix m n ℂ) : Matrix n n ℂ :=
  ∑ i, ∑ j, K i j • ((B i)ᴴ * B j)
```

The Hamiltonian is $H=\sum_{ij}K_{ij}B_i^\dagger B_j$. At fixed $N\ge2$, one-body terms can be absorbed into $K$.

```lean
/-- The density matrix of a nondegenerate ground state of a pair Hamiltonian is the only density
matrix, pure or mixed, with its two-particle reduced density matrix. -/
theorem ground_pairRDM_unique_preimage (K : Matrix ι ι ℂ) (B : ι → Matrix m n ℂ) {E : ℝ}
    {ψ : n → ℂ} (g : IsNondegenerateGround (pairHamiltonian K B) E ψ) :
    {ρ | IsDensity ρ ∧ pairRDM B ρ = pairRDM B (pureState ψ)} = {pureState ψ} := by
  -- the energy is a linear function of the reduced density matrix
  have energy : ∀ ρ, (pairHamiltonian K B * ρ).trace = ∑ i, ∑ j, K i j * pairRDM B ρ i j := by
    intro ρ
    simp only [pairHamiltonian, pairRDM, Matrix.sum_mul, trace_sum, Matrix.smul_mul,
      trace_smul, smul_eq_mul, Matrix.of_apply]
  exact rosina_ensemble g (pairRDM B) fun ρ σ _ _ h => by rw [energy, energy, h]
```

Linearity of the trace gives $\mathrm{Tr}(H\rho)=\sum_{ij}K_{ij}D_{ij}$, the step named `energy`. Equal 2-RDMs thus give equal energies, as `rosina_ensemble` requires. The result establishes uniqueness within the given $N$-particle space; it supplies neither a method for reconstructing $\psi$ nor a test of whether a trial matrix comes from a state.

At $N=2$ the $(N-2)$-particle space is the vacuum. With one label per orthonormal pair state, $B_i=\langle i|$ and $D_{ij}=\rho_{ji}$, so the 2-RDM determines every state, ground or not.

```lean
omit [DecidableEq n] in
/-- Two linearly independent unit eigenvectors with the same eigenvalue give different pure
states of the same energy. -/
theorem degenerate_not_unique {H : Matrix n n ℂ} {E : ℝ} {ψ φ : n → ℂ}
    (hψ : star ψ ⬝ᵥ ψ = 1) (hφ : star φ ⬝ᵥ φ = 1) (eψ : H *ᵥ ψ = (E : ℂ) • ψ)
    (eφ : H *ᵥ φ = (E : ℂ) • φ) (hind : ∀ c : ℂ, φ ≠ c • ψ) :
    (H * pureState φ).trace = (H * pureState ψ).trace ∧ pureState φ ≠ pureState ψ := by
  refine ⟨(energy_pureState hφ eφ).trans (energy_pureState hψ eψ).symm, fun h => ?_⟩
  -- applying both projectors to `φ` would make it a multiple of `ψ`
  apply hind (∑ j, star (ψ j) * φ j)
  have hu : ∑ j, star (φ j) * φ j = 1 := hφ
  funext i
  have hij : ∀ j, φ i * star (φ j) = ψ i * star (ψ j) := fun j =>
    congrArg (fun M : Matrix n n ℂ => M i j) h
  calc φ i = φ i * ∑ j, star (φ j) * φ j := by rw [hu, mul_one]
    _ = ∑ j, (star (ψ j) * φ j) * ψ i := by
        rw [Finset.mul_sum]
        exact Finset.sum_congr rfl fun j _ => by linear_combination φ j * hij j
    _ = (∑ j, star (ψ j) * φ j) * ψ i := by rw [Finset.sum_mul]
```

Both energies equal $E$. If the projectors agreed, applying them to $\varphi$ would give $\varphi=\langle\psi|\varphi\rangle\psi$, contradicting independence. With a degenerate ground level, the choice $R(\rho)=\mathrm{Tr}(H\rho)$ therefore loses uniqueness. Degenerate states may still have different 2-RDMs.

```lean
/-- The two-level Hamiltonian `diag(1, -1)` has the nondegenerate lowest eigenvalue `-1` with
eigenvector `(0, 1)`. -/
theorem ground_witness :
    IsNondegenerateGround (!![1, 0; 0, -1] : Matrix (Fin 2) (Fin 2) ℂ) (-1) ![0, 1] := by
  have e0 : ∀ v : Fin 2 → ℂ, ((!![1, 0; 0, -1] : Matrix (Fin 2) (Fin 2) ℂ) *ᵥ v) 0 = v 0 := by
    intro v; simp [Matrix.mulVec, dotProduct, Fin.sum_univ_two]
  have e1 : ∀ v : Fin 2 → ℂ, ((!![1, 0; 0, -1] : Matrix (Fin 2) (Fin 2) ℂ) *ᵥ v) 1 = -v 1 := by
    intro v; simp [Matrix.mulVec, dotProduct, Fin.sum_univ_two]
  refine ⟨?_, ?_, ?_, ?_, ?_⟩
  · ext i j
    fin_cases i <;> fin_cases j <;> simp
  · simp [dotProduct, Fin.sum_univ_two]
  · funext i
    fin_cases i <;> simp [Matrix.mulVec, dotProduct, Fin.sum_univ_two]
  · intro μ v hv h
    by_contra hlt
    have hμ : μ < -1 := not_le.mp hlt
    have a0 := e0 v
    have a1 := e1 v
    rw [h] at a0 a1
    change (μ : ℂ) * v 0 = v 0 at a0
    change (μ : ℂ) * v 1 = -v 1 at a1
    have n0 : (μ : ℂ) - 1 ≠ 0 := by
      have : μ - 1 ≠ 0 := by intro h'; linarith
      exact_mod_cast this
    have n1 : (μ : ℂ) + 1 ≠ 0 := by
      have : μ + 1 ≠ 0 := by intro h'; linarith
      exact_mod_cast this
    have z0 : v 0 = 0 :=
      (mul_eq_zero.mp (by linear_combination a0 : ((μ : ℂ) - 1) * v 0 = 0)).resolve_left n0
    have z1 : v 1 = 0 :=
      (mul_eq_zero.mp (by linear_combination a1 : ((μ : ℂ) + 1) * v 1 = 0)).resolve_left n1
    apply hv
    funext i
    fin_cases i
    · exact z0
    · exact z1
  · intro v h
    have a0 := e0 v
    rw [h] at a0
    change ((-1 : ℝ) : ℂ) * v 0 = v 0 at a0
    push_cast at a0
    have z0 : v 0 = 0 := by linear_combination (-1 / 2 : ℂ) * a0
    refine ⟨v 1, ?_⟩
    funext i
    fin_cases i
    · simp [z0]
    · simp

end

end RosinaEnsemble
```

For $H=\mathrm{diag}(1,-1)$, the equation $Hv=\mu v$ reads $(\mu-1)v_0=0$ and $(\mu+1)v_1=0$. If $\mu<-1$, both components vanish. At $\mu=-1$ only $v_0$ must vanish, so $v=v_1(0,1)$. This two-level system meets all five ground-state conditions.

```lean
#print axioms RosinaEnsemble.ground_pairRDM_unique_preimage
#print axioms RosinaEnsemble.degenerate_not_unique
```

```
'RosinaEnsemble.ground_pairRDM_unique_preimage' depends on axioms: [propext, Classical.choice, Quot.sound]
'RosinaEnsemble.degenerate_not_unique' depends on axioms: [propext, Classical.choice, Quot.sound]
```
